# Pauli transfer matrices of $n$-qubit unitaries are real, orthogonal and multiplicative

## Pauli strings and the transfer matrix

Let $\rho$ be the density matrix of $n$ qubits. An ideal gate is a unitary $U$ that changes the state to $U\rho U^\dagger$. The state can be described by its expectation values in products of Pauli matrices, and the problem is to find how a gate transforms this list of numbers.

Write $\sigma_0,\sigma_1,\sigma_2,\sigma_3$ for the matrices $1,X,Y,Z$. A Pauli string is labelled by $s=(s_q)$, with one letter $s_q\in\{0,1,2,3\}$ for each qubit $q$. In the basis of bit strings $i,j$ its entries are
$$(P_s)_{ij}=\prod_q(\sigma_{s_q})_{i_qj_q}.$$
For any $2^n\times2^n$ complex matrix $K$, unitary or not, define the $4^n\times4^n$ matrix
$$R(K)_{st}=2^{-n}\,\mathrm{tr}(P_sKP_tK^\dagger).$$
This is the Pauli transfer matrix of the map $\rho\mapsto K\rho K^\dagger$. It is unrelated to the transfer matrix of statistical mechanics.

The claims are that $R(K)$ has real entries and that $R(KL)=R(K)R(L)$ for all $K$ and $L$. If $U$ is unitary, $R(U)$ is also orthogonal. In the product $KL$, the matrix $L$ acts first.

The energy of a molecule encoded in qubits is a linear combination of Pauli expectation values. For a finite, noiseless circuit, the product of the gates' transfer matrices therefore carries the data needed for the energy from the initial state to the final one.

## From the swap identity to orthogonality

**Completeness.** For one qubit,
$$\sum_p(\sigma_p)_{ab}(\sigma_p)_{cd}=2\,\delta_{bc}\delta_{ad},$$
where $\delta$ is the Kronecker delta. The matrices $1$ and $Z$ contribute only when $a=b$ and $c=d$. Their terms add to $2$ if $a=c$ and cancel otherwise. The matrices $X$ and $Y$ contribute only when $a\ne b$ and $c\ne d$. Their terms add to $2$ if $(c,d)=(b,a)$ and cancel if $(c,d)=(a,b)$. These are exactly the cases on the right.

For $n$ qubits, the sum over strings of a product over qubits is the product of the one-qubit sums, so
$$\sum_s(P_s)_{ij}(P_s)_{kl}=2^n\delta_{jk}\delta_{il}.$$
For any matrices $A$ and $B$ it follows that
$$\begin{aligned}
\sum_s\mathrm{tr}(AP_s)\,\mathrm{tr}(P_sB)
&=\sum_{i,j,k,l}A_{ij}B_{lk}\sum_s(P_s)_{ji}(P_s)_{kl}\\
&=2^n\sum_{i,j}A_{ij}B_{ji}=2^n\,\mathrm{tr}(AB).
\end{aligned}$$

**Expectation values and composition.** Take $A=K^\dagger P_sK$ and $B=\rho$. Cyclicity of the trace gives
$$\begin{aligned}
\mathrm{tr}(P_sK\rho K^\dagger)&=\mathrm{tr}(K^\dagger P_sK\rho)\\
&=2^{-n}\sum_t\mathrm{tr}(K^\dagger P_sKP_t)\,\mathrm{tr}(P_t\rho)\\
&=\sum_tR(K)_{st}\,\mathrm{tr}(P_t\rho).
\end{aligned}$$
Thus $R(K)$ acts on the vector of Pauli expectation values. The calculation holds for any matrix in place of $\rho$. Inserting $LP_tL^\dagger$, naming the summation index $r$ and dividing by $2^n$ gives
$$R(KL)_{st}=\sum_rR(K)_{sr}R(L)_{rt}.$$

**Reality.** The strings are Hermitian. The complex conjugate of a trace is the trace of the adjoint, so
$$\overline{\mathrm{tr}(P_sKP_tK^\dagger)}=\mathrm{tr}(KP_tK^\dagger P_s)=\mathrm{tr}(P_sKP_tK^\dagger).$$

**Orthogonality.** Two further identities are needed. First,
$$R(1)_{st}=2^{-n}\mathrm{tr}(P_sP_t)=\prod_q\tfrac12\mathrm{tr}(\sigma_{s_q}\sigma_{t_q})=\delta_{st},$$
because each $\sigma_a$ squares to $1$, while the product of two different ones is a traceless Pauli matrix up to a phase. Second, cyclicity gives
$$R(K^\dagger)_{st}=2^{-n}\mathrm{tr}(P_sK^\dagger P_tK)=2^{-n}\mathrm{tr}(P_tKP_sK^\dagger)=R(K)_{ts}.$$
For a unitary $U$, therefore,
$$R(U)^TR(U)=R(U^\dagger)R(U)=R(U^\dagger U)=R(1)=1.$$

## Strings as functions in Lean

```lean
import Mathlib

open Matrix

namespace PauliTransferMatrix

noncomputable section
```

The four Pauli matrices are stored in the order $1,X,Y,Z$, so `pauli 0` is the identity and `pauli 3` is $Z$.

```lean
/-- The four single-qubit Pauli matrices: identity, X, Y and Z. -/
def pauli : Fin 4 → Matrix (Fin 2) (Fin 2) ℂ :=
  ![1, !![0, 1; 1, 0], !![0, -Complex.I; Complex.I, 0], !![1, 0; 0, -1]]
```

A bit string is a function `Fin n → Fin 2`, and a Pauli label is a function `Fin n → Fin 4`. Matrices are indexed directly by these functions, so the tensor product is given by its entries and no numbering of the $2^n$ basis states has to be chosen. The case $n=0$ is allowed: there is then one empty string, and all matrices are $1\times1$.

```lean
variable {n : ℕ}

/-- The Pauli string `P_s` on `n` qubits, a tensor product of single-qubit Pauli matrices
written in the basis of bit strings. -/
def pauliString (s : Fin n → Fin 4) : Matrix (Fin n → Fin 2) (Fin n → Fin 2) ℂ :=
  Matrix.of fun i j => ∏ q, pauli (s q) (i q) (j q)
```

The definition of `transferMatrix` accepts any complex matrix `K`. The symbol `Kᴴ` is the conjugate transpose, written $K^\dagger$ here and `K*` in the comments of the code. The entries have type `ℂ`, so their reality is a statement to be proved.

```lean
/-- The Pauli transfer matrix of the map `ρ ↦ K ρ K*`, with entries
`2^(-n) tr(P_s K P_t K*)`. -/
def transferMatrix (K : Matrix (Fin n → Fin 2) (Fin n → Fin 2) ℂ) :
    Matrix (Fin n → Fin 4) (Fin n → Fin 4) ℂ :=
  Matrix.of fun s t => (pauliString s * K * pauliString t * Kᴴ).trace / 2 ^ n
```

## Completeness of the strings

Two lemmas handle products over qubits. The first exchanges a sum over strings with a product over qubits. The second says that two strings agree exactly when all their letters agree; if they differ at some qubit, that factor makes the product zero.

```lean
/-- A sum over strings of a product over qubits is the product of the single-qubit sums. -/
theorem sum_prod {m : ℕ} (f : Fin n → Fin m → ℂ) :
    ∑ s : Fin n → Fin m, ∏ q, f q (s q) = ∏ q, ∑ a, f q a := by
  rw [Finset.prod_univ_sum, Fintype.piFinset_univ]

/-- The Kronecker delta of two strings is the product of the deltas of their letters. -/
theorem prod_delta {m : ℕ} (i j : Fin n → Fin m) :
    ∏ q, (if i q = j q then (1 : ℂ) else 0) = if i = j then 1 else 0 := by
  by_cases h : i = j
  · subst h
    simp
  · obtain ⟨q, hq⟩ := Function.ne_iff.mp h
    rw [if_neg h]
    exact Finset.prod_eq_zero (Finset.mem_univ q) (if_neg hq)
```

In the swap identity, the inner statement `h` is the one-qubit formula. Here `fin_cases` runs through all sixteen choices of $a,b,c,d$, in place of the grouping into diagonal and off-diagonal terms used above. The two preceding lemmas then extend the formula to $n$ qubits.

```lean
/-- The sum of `P_s ⊗ P_s` over all Pauli strings is `2^n` times the operator that swaps
two `n`-qubit registers, here written in matrix entries. -/
theorem sum_pauliString_swap (i j k l : Fin n → Fin 2) :
    ∑ s, pauliString s i j * pauliString s k l =
      2 ^ n * (if j = k then 1 else 0) * (if i = l then 1 else 0) := by
  -- the identity for one qubit
  have h : ∀ a b c d : Fin 2, ∑ p, pauli p a b * pauli p c d =
      2 * (if b = c then 1 else 0) * (if a = d then 1 else 0) := by
    intro a b c d
    fin_cases a <;> fin_cases b <;> fin_cases c <;> fin_cases d <;>
      simp [pauli, Fin.sum_univ_four] <;> norm_num
  simp only [pauliString, Matrix.of_apply, ← Finset.prod_mul_distrib]
  refine (sum_prod fun q p => pauli p (i q) (j q) * pauli p (k q) (l q)).trans ?_
  simp only [h]
  rw [Finset.prod_mul_distrib, Finset.prod_mul_distrib, prod_delta, prod_delta,
    Finset.prod_const, Finset.card_univ, Fintype.card_fin]
```

The trace identity follows by writing both traces as sums over entries. The repeated use of `Finset.sum_comm` moves the sum over $s$ to the innermost position, where `key` replaces it by two deltas. These remove the sums over $k$ and $l$ and leave $2^n\,\mathrm{tr}(AB)$.

```lean
/-- The trace of a product `AB` is recovered from the overlaps of `A` and `B` with all
Pauli strings. -/
theorem sum_trace_mul_trace (A B : Matrix (Fin n → Fin 2) (Fin n → Fin 2) ℂ) :
    ∑ s, (A * pauliString s).trace * (pauliString s * B).trace = 2 ^ n * (A * B).trace := by
  have key : ∀ i j k l, ∑ s, A i j * pauliString s j i * (pauliString s k l * B l k) =
      A i j * B l k * (2 ^ n * (if i = k then 1 else 0) * (if j = l then 1 else 0)) := by
    intro i j k l
    rw [← sum_pauliString_swap j i k l, Finset.mul_sum]
    exact Finset.sum_congr rfl fun s _ => by ring
  calc _ = ∑ s, ∑ i, ∑ j, ∑ k, ∑ l,
        A i j * pauliString s j i * (pauliString s k l * B l k) := by
        simp only [Matrix.trace, Matrix.diag_apply, Matrix.mul_apply, Finset.sum_mul]
        simp only [Finset.mul_sum]
    _ = ∑ i, ∑ j, ∑ k, ∑ l, ∑ s,
        A i j * pauliString s j i * (pauliString s k l * B l k) := by
        refine Finset.sum_comm.trans (Finset.sum_congr rfl fun i _ => ?_)
        refine Finset.sum_comm.trans (Finset.sum_congr rfl fun j _ => ?_)
        refine Finset.sum_comm.trans (Finset.sum_congr rfl fun k _ => ?_)
        exact Finset.sum_comm
    _ = _ := by
        simp only [key, mul_ite, mul_one, mul_zero, Finset.sum_ite_eq, Finset.mem_univ,
          ↓reduceIte]
        simp only [Matrix.trace, Matrix.diag_apply, Matrix.mul_apply, Finset.mul_sum]
        exact Finset.sum_congr rfl fun i _ => Finset.sum_congr rfl fun j _ => by ring
```

## Real entries and the action on expectation values

Reality is stated as a vanishing imaginary part, for every `K` and every pair of labels. The proof checks that each Pauli matrix is Hermitian (`h1`), extends this to strings (`hP`), and shows that the trace equals its own conjugate (`h`). The factor $2^n$ is real and does not affect the conclusion.

```lean
/-- Every entry of the Pauli transfer matrix is real. -/
theorem transferMatrix_im (K : Matrix (Fin n → Fin 2) (Fin n → Fin 2) ℂ)
    (s t : Fin n → Fin 4) : (transferMatrix K s t).im = 0 := by
  have h1 : ∀ (p : Fin 4) (a b : Fin 2), star (pauli p a b) = pauli p b a := by
    intro p a b
    fin_cases p <;> fin_cases a <;> fin_cases b <;> simp [pauli]
  -- Pauli strings are Hermitian
  have hP : ∀ r : Fin n → Fin 4, (pauliString r)ᴴ = pauliString r := by
    intro r
    ext i j
    simp only [Matrix.conjTranspose_apply, pauliString, Matrix.of_apply, star_prod, h1]
  have h : star (pauliString s * K * pauliString t * Kᴴ).trace =
      (pauliString s * K * pauliString t * Kᴴ).trace := by
    rw [← Matrix.trace_conjTranspose]
    simp only [Matrix.conjTranspose_mul, Matrix.conjTranspose_conjTranspose, hP]
    calc _ = ((K * pauliString t * Kᴴ) * pauliString s).trace := by
          simp only [Matrix.mul_assoc]
      _ = (pauliString s * (K * pauliString t * Kᴴ)).trace := Matrix.trace_mul_comm _ _
      _ = _ := by simp only [Matrix.mul_assoc]
  rw [← Complex.conj_eq_iff_im, starRingEnd_apply]
  simp only [transferMatrix, Matrix.of_apply, star_div₀, star_pow, star_ofNat, h]
```

In the next theorem `ρ` is an arbitrary matrix, with no condition of positivity or unit trace. This generality is used for composition, where $LP_tL^\dagger$ takes its place. The statement `h` rotates the trace in the definition so that $K^\dagger P_sK$ stands together, and `sum_trace_mul_trace` then carries out the sum over $t$.

```lean
/-- The transfer matrix carries the numbers `tr(P_t ρ)` to those of `K ρ K*`. -/
theorem transferMatrix_action (K ρ : Matrix (Fin n → Fin 2) (Fin n → Fin 2) ℂ)
    (s : Fin n → Fin 4) :
    (pauliString s * (K * ρ * Kᴴ)).trace =
      ∑ t, transferMatrix K s t * (pauliString t * ρ).trace := by
  have h : ∀ t, transferMatrix K s t =
      (Kᴴ * pauliString s * K * pauliString t).trace / 2 ^ n := by
    intro t
    simp only [transferMatrix, Matrix.of_apply]
    rw [Matrix.trace_mul_comm]
    simp only [Matrix.mul_assoc]
  simp only [h, div_mul_eq_mul_div, ← Finset.sum_div]
  rw [sum_trace_mul_trace, mul_div_cancel_left₀ _ (pow_ne_zero n two_ne_zero),
    ← Matrix.mul_assoc, Matrix.trace_mul_comm]
  simp only [Matrix.mul_assoc]
```

## Composition, identity and adjoint

The multiplication rule needs no unitarity. The first line of the `calc` block regroups the product around $LP_tL^\dagger$. The second applies `transferMatrix_action` and assigns the factor $2^{-n}$ to the entry of $R(L)$.

```lean
/-- The transfer matrix of a product is the product of the transfer matrices. -/
theorem transferMatrix_mul (K L : Matrix (Fin n → Fin 2) (Fin n → Fin 2) ℂ) :
    transferMatrix (K * L) = transferMatrix K * transferMatrix L := by
  ext s t
  rw [Matrix.mul_apply]
  calc _ = (pauliString s * (K * (L * pauliString t * Lᴴ) * Kᴴ)).trace / 2 ^ n := by
        simp only [transferMatrix, Matrix.of_apply, Matrix.conjTranspose_mul, Matrix.mul_assoc]
    _ = _ := by
        rw [transferMatrix_action, Finset.sum_div]
        refine Finset.sum_congr rfl fun r _ => ?_
        rw [mul_div_assoc]
        congr 1
        simp only [transferMatrix, Matrix.of_apply, Matrix.mul_assoc]
```

For the identity matrix, `h` lists the sixteen one-qubit traces $\mathrm{tr}(\sigma_a\sigma_b)=2\delta_{ab}$. The statement `ht` factorises the $n$-qubit trace by applying `sum_prod` twice, once for the matrix product and once for the trace.

```lean
/-- Doing nothing to the qubits has the identity as its transfer matrix. -/
theorem transferMatrix_one :
    transferMatrix (1 : Matrix (Fin n → Fin 2) (Fin n → Fin 2) ℂ) = 1 := by
  have h : ∀ a b : Fin 4, ∑ x, ∑ y, pauli a x y * pauli b y x =
      2 * (if a = b then 1 else 0) := by
    intro a b
    fin_cases a <;> fin_cases b <;> simp [pauli, Fin.sum_univ_two] <;> norm_num
  ext s t
  -- the trace factorises over the qubits
  have ht : (pauliString s * pauliString t).trace = 2 ^ n * (if s = t then 1 else 0) := by
    simp only [Matrix.trace, Matrix.diag_apply, Matrix.mul_apply, pauliString,
      Matrix.of_apply, ← Finset.prod_mul_distrib]
    calc _ = ∑ i : Fin n → Fin 2, ∏ q, ∑ y, pauli (s q) (i q) y * pauli (t q) y (i q) :=
          Finset.sum_congr rfl fun i _ =>
            sum_prod fun q y => pauli (s q) (i q) y * pauli (t q) y (i q)
      _ = ∏ q, ∑ x, ∑ y, pauli (s q) x y * pauli (t q) y x :=
          sum_prod fun q x => ∑ y, pauli (s q) x y * pauli (t q) y x
      _ = _ := by
          simp only [h]
          rw [Finset.prod_mul_distrib, prod_delta, Finset.prod_const, Finset.card_univ,
            Fintype.card_fin]
  simp only [transferMatrix, Matrix.of_apply, Matrix.conjTranspose_one, mul_one]
  rw [ht, mul_div_cancel_left₀ _ (pow_ne_zero n two_ne_zero), Matrix.one_apply]
```

The rule for the adjoint is a single cyclic rotation of the trace.

```lean
/-- The adjoint `K*` has the transposed transfer matrix. -/
theorem transferMatrix_conjTranspose (K : Matrix (Fin n → Fin 2) (Fin n → Fin 2) ℂ) :
    transferMatrix Kᴴ = (transferMatrix K)ᵀ := by
  ext s t
  simp only [transferMatrix, Matrix.transpose_apply, Matrix.of_apply,
    Matrix.conjTranspose_conjTranspose]
  rw [Matrix.mul_assoc (pauliString s * Kᴴ), Matrix.trace_mul_comm, ← Matrix.mul_assoc]
```

## Unitary gates give real orthogonal matrices

The last theorem has one hypothesis, `hU`, which says that `U` belongs to the unitary group. It concludes that there is a matrix `O` with real entries such that `Oᵀ * O = 1`, and that `transferMatrix U` is this matrix with its entries regarded as complex numbers. Since `O` is square, it is orthogonal in the usual sense.

The proof first obtains $R(U)^TR(U)=1$ over the complex numbers, from the rules for the adjoint, the product and the identity in that order. It then takes the real parts of the entries as `O`; by `transferMatrix_im` nothing is lost. The closing lines compare the complex equation entry by entry and transfer it to the real numbers.

```lean
/-- The Pauli transfer matrix of an `n`-qubit unitary is a real orthogonal matrix. -/
theorem transferMatrix_orthogonal (U : Matrix (Fin n → Fin 2) (Fin n → Fin 2) ℂ)
    (hU : U ∈ Matrix.unitaryGroup (Fin n → Fin 2) ℂ) :
    ∃ O : Matrix (Fin n → Fin 4) (Fin n → Fin 4) ℝ,
      Oᵀ * O = 1 ∧ transferMatrix U = O.map Complex.ofReal := by
  rw [Matrix.mem_unitaryGroup_iff', Matrix.star_eq_conjTranspose] at hU
  have h : (transferMatrix U)ᵀ * transferMatrix U = 1 := by
    rw [← transferMatrix_conjTranspose, ← transferMatrix_mul, hU, transferMatrix_one]
  -- the entries are real, so the matrix comes from a real one
  obtain ⟨O, hO⟩ : ∃ O : Matrix (Fin n → Fin 4) (Fin n → Fin 4) ℝ,
      transferMatrix U = O.map Complex.ofReal := by
    refine ⟨(transferMatrix U).map Complex.re, ?_⟩
    ext s t
    exact Complex.ext (by simp) (by simp [transferMatrix_im])
  refine ⟨O, ?_, hO⟩
  rw [hO] at h
  ext s t
  have hst := congrFun (congrFun h s) t
  simp only [Matrix.mul_apply, Matrix.transpose_apply, Matrix.map_apply,
    Matrix.one_apply] at hst ⊢
  split_ifs at hst ⊢ <;> exact_mod_cast hst

end

end PauliTransferMatrix
```

```lean
#print axioms PauliTransferMatrix.transferMatrix_orthogonal
```

```
'PauliTransferMatrix.transferMatrix_orthogonal' depends on axioms: [propext, Classical.choice, Quot.sound]
```

Physically, orthogonality says that an ideal gate preserves the length of the vector of Pauli expectation values. By the completeness relation with $A=B=\rho$, the squared length is $2^n\,\mathrm{tr}\,\rho^2$, so the conserved quantity is the purity of the state.

To apply the theorem to a laboratory gate, one must suppose that the device really acts as $\rho\mapsto U\rho U^\dagger$ with a single unitary on the $n$ qubits. Decoherence and leakage to other levels violate that assumption, and the hypothesis `hU` concerns only the matrix `U`, not the device.
